# Coherence orders add under products, and in finite dimension operators of nonzero order are nilpotent

**Q.** In a multiple-quantum NMR experiment on coupled spins I sort the density operator by coherence order, the difference in total magnetic quantum number between the states that a term connects. I use three rules: orders add in products, the receiver sees one order only, and \(N\) spins 1/2 carry no order beyond \(N\). I doubt that a statement about abstract matrices contains them.

**A.** Take \(\hbar=1\) and let \(Z\) stand for the total \(F_z\). Operators are complex square matrices with rows and columns labelled by a finite set `n` of \(d\) basis states. An operator \(A\) has order \(p\) when \([Z,A]=ZA-AZ=pA\), the sign convention in which a raising operator has order \(+1\). The zero matrix has every order, so `coherenceOrders Z` keeps only those of nonzero operators. For \(Z=\mathrm{diag}(z)\) with levels \(z_i\), `levelCount z` is the number \(\nu\) of distinct levels, a degenerate value counted once.

```lean
import Mathlib

open Matrix

namespace CoherenceOrder

noncomputable section

variable {n : Type*} [Fintype n] [DecidableEq n]

/-- The operator `A` has coherence order `p` with respect to `Z` when `[Z, A] = p A`. -/
def HasOrder (Z : Matrix n n ℂ) (p : ℂ) (A : Matrix n n ℂ) : Prop :=
  Z * A - A * Z = p • A

/-- The set of coherence orders with respect to `Z` carried by some nonzero operator. -/
def coherenceOrders (Z : Matrix n n ℂ) : Set ℂ :=
  {p | ∃ A : Matrix n n ℂ, A ≠ 0 ∧ HasOrder Z p A}

/-- The number of distinct values among the levels `z i`. -/
def levelCount (z : n → ℂ) : ℕ :=
  (Finset.univ.image z).card
```

**Q.** There \(Z\) is any matrix and \(p\) any complex number. Nothing says Hermitian, nothing says spin.

**A.** The first rules need neither. If \(B\) has order \(q\), insert and remove \(AZB\):
\[ Z(AB)-(AB)Z=(ZA-AZ)B+A(ZB-BZ)=pAB+qAB=(p+q)AB. \]
The first line of the `calc` is this Leibniz identity, checked by `noncomm_ring`; the second substitutes the two hypotheses. For powers, \(A^0=1\) commutes with \(Z\) and has order \(0\), and \(A^{k+1}=A^kA\) has order \(kp+p\), so by induction \(A^k\) has order \(kp\) for every natural number \(k\).

```lean
/-- Coherence orders add under multiplication of operators. -/
theorem hasOrder_mul {Z A B : Matrix n n ℂ} {p q : ℂ}
    (hA : HasOrder Z p A) (hB : HasOrder Z q B) : HasOrder Z (p + q) (A * B) := by
  unfold HasOrder at *
  -- Leibniz rule for the commutator
  calc Z * (A * B) - A * B * Z = (Z * A - A * Z) * B + A * (Z * B - B * Z) := by noncomm_ring
    _ = (p + q) • (A * B) := by rw [hA, hB, Matrix.smul_mul, Matrix.mul_smul, add_smul]

/-- The `k`-th power of an operator of order `p` has order `k p`. -/
theorem hasOrder_pow {Z A : Matrix n n ℂ} {p : ℂ} (hA : HasOrder Z p A) (k : ℕ) :
    HasOrder Z ((k : ℂ) * p) (A ^ k) := by
  induction k with
  | zero => simp [HasOrder]
  | succ k ih =>
    have h := hasOrder_mul ih hA
    have e : ((k + 1 : ℕ) : ℂ) * p = (k : ℂ) * p + p := by
      push_cast
      ring
    rw [pow_succ, e]
    exact h
```

**Q.** And the receiver?

**A.** Take the trace of \([Z,AB]=(p+q)AB\). The left side vanishes by cyclicity, `trace_mul_comm`, so \((p+q)\operatorname{tr}(AB)=0\), and \(\operatorname{tr}(AB)=0\) when \(p+q\neq0\). If \(A\) is a component of the density operator and \(B\) a detection operator of order \(+1\), only \(p=-1\) can contribute to the signal. The theorem does not say that this contribution is nonzero.

```lean
/-- The trace of a product of operators of orders `p` and `q` vanishes when `p + q ≠ 0`. -/
theorem trace_mul_eq_zero {Z A B : Matrix n n ℂ} {p q : ℂ}
    (hA : HasOrder Z p A) (hB : HasOrder Z q B) (hpq : p + q ≠ 0) : trace (A * B) = 0 := by
  have hAB := hasOrder_mul hA hB
  have h : trace (Z * (A * B) - A * B * Z) = trace ((p + q) • (A * B)) := by
    unfold HasOrder at hAB
    rw [hAB]
  -- a commutator is traceless
  rw [trace_sub, trace_mul_comm Z (A * B), sub_self, trace_smul, smul_eq_mul] at h
  exact (mul_eq_zero.mp h.symm).resolve_left hpq
```

**Q.** If orders add, powers of \(A\) climb for ever. What stops them?

**A.** Finite dimension. The map \(X\mapsto ZX-XZ\), called `L` in the proof, is linear on the \(d^2\)-dimensional space of matrices. A nonzero \(A\) of order \(p\) is an eigenvector of it, so the orders lie in its spectrum, which is finite by `Module.End.finite_spectrum`. Now let \(p\neq0\) and suppose that no power of \(A\) vanishes. Each \(A^k\) is then nonzero with order \(kp\), and these numbers are distinct (`hinj`), which gives infinitely many orders (`hinf`). Hence \(A^k=0\) for some \(k\), which is what `IsNilpotent A` means. This holds for any \(Z\), with no value given for \(k\). The oscillator shows what finiteness does: \([a^\dagger a,a^\dagger]=a^\dagger\) for the creation operator \(a^\dagger\), and no power of it vanishes.

```lean
/-- For any `Z`, only finitely many coherence orders are carried by nonzero operators. -/
theorem finite_coherenceOrders (Z : Matrix n n ℂ) : (coherenceOrders Z).Finite := by
  -- orders are eigenvalues of the commutator superoperator
  let L : Module.End ℂ (Matrix n n ℂ) := LinearMap.mulLeft ℂ Z - LinearMap.mulRight ℂ Z
  refine (Module.End.finite_spectrum L).subset ?_
  rintro p ⟨A, hA0, hA⟩
  have hA' : L A = p • A := hA
  have hv : L.HasEigenvector p A := ⟨Module.End.mem_eigenspace_iff.mpr hA', hA0⟩
  exact Module.End.hasEigenvalue_iff_mem_spectrum.mp
    (Module.End.hasEigenvalue_of_hasEigenvector hv)

/-- For any `Z`, an operator of nonzero coherence order is nilpotent. -/
theorem isNilpotent_of_hasOrder {Z A : Matrix n n ℂ} {p : ℂ}
    (hA : HasOrder Z p A) (hp : p ≠ 0) : IsNilpotent A := by
  by_contra h
  have hk : ∀ k : ℕ, A ^ k ≠ 0 := fun k hk => h ⟨k, hk⟩
  have hinj : Function.Injective (fun k : ℕ => (k : ℂ) * p) := by
    intro a b hab
    have h1 : (a : ℂ) = (b : ℂ) := mul_right_cancel₀ hp hab
    exact_mod_cast h1
  -- all the distinct numbers `k p` would be orders
  have hinf : (coherenceOrders Z).Infinite :=
    Set.infinite_of_injective_forall_mem hinj (fun k => ⟨A ^ k, hk k, hasOrder_pow hA k⟩)
  exact hinf (finite_coherenceOrders Z)
```

**Q.** I started from differences of quantum numbers, and I have not seen one yet.

**A.** They appear once \(Z\) is diagonal, written `diagonal z`, which means working in a basis of eigenstates of \(F_z\), such as the Zeeman product basis. Entry by entry,
\[ ([Z,A])_{ij}=(z_i-z_j)A_{ij}, \]
so \([Z,A]=pA\) reads \((z_i-z_j-p)A_{ij}=0\) for all \(i,j\). Thus \(A\) has order \(p\) exactly when \(A_{ij}\neq0\) forces \(z_i-z_j=p\), row level minus column level. Forwards the proof cancels \(A_{ij}\) with `mul_right_cancel₀`; backwards it splits on whether \(A_{ij}=0\). A nonzero \(A\) has a nonzero entry, so its order is a difference of levels. Conversely the single-transition operator \(|i\rangle\langle j|\) is nonzero with order \(z_i-z_j\). The orders are therefore exactly the differences, which is your definition.

```lean
/-- For diagonal `Z` with levels `z`, an operator has order `p` exactly when each of its nonzero
matrix elements connects levels with `z i - z j = p`. -/
theorem hasOrder_diagonal_iff (z : n → ℂ) (p : ℂ) (A : Matrix n n ℂ) :
    HasOrder (diagonal z) p A ↔ ∀ i j, A i j ≠ 0 → z i - z j = p := by
  unfold HasOrder
  constructor
  · intro h i j hij
    have e := congrFun (congrFun h i) j
    simp only [Matrix.sub_apply, diagonal_mul, mul_diagonal, Matrix.smul_apply,
      smul_eq_mul] at e
    apply mul_right_cancel₀ hij
    linear_combination e
  · intro h
    ext i j
    simp only [Matrix.sub_apply, diagonal_mul, mul_diagonal, Matrix.smul_apply, smul_eq_mul]
    by_cases h0 : A i j = 0
    · simp [h0]
    · linear_combination (A i j) * h i j h0

/-- For diagonal `Z` the coherence orders of nonzero operators are exactly the differences of
two levels. -/
theorem mem_coherenceOrders_diagonal (z : n → ℂ) (p : ℂ) :
    p ∈ coherenceOrders (diagonal z) ↔ ∃ i j, p = z i - z j := by
  constructor
  · rintro ⟨A, hA0, hA⟩
    by_contra hne
    apply hA0
    ext i j
    by_contra hij
    have hij' : A i j ≠ 0 := hij
    exact hne ⟨i, j, ((hasOrder_diagonal_iff z p A).mp hA i j hij').symm⟩
  · rintro ⟨i, j, rfl⟩
    -- the single-transition operator between `j` and `i`
    refine ⟨Matrix.of fun a b => if a = i ∧ b = j then (1 : ℂ) else 0, ?_, ?_⟩
    · intro h
      have e := congrFun (congrFun h i) j
      simp at e
    · rw [hasOrder_diagonal_iff]
      intro a b hab
      by_cases c : a = i ∧ b = j
      · rw [c.1, c.2]
      · exfalso
        apply hab
        exact if_neg c
```

**Q.** Does that fix the power at which \(A\) dies?

**A.** It bounds it. Suppose \((A^k)_{ij}\neq0\) and let \(m\le k\) be a natural number, with \(k=m+r\). Then
\[ (A^k)_{ij}=\sum_l (A^r)_{il}\,(A^m)_{lj}, \]
so some term is nonzero and \((A^m)_{lj}\neq0\) for that state \(l\). Since \(A^m\) has order \(mp\), we get \(z_l=z_j+mp\): every rung of the ladder up to \(k\) is a level.

```lean
/-- If `A` has order `p` for diagonal `Z` and `A ^ k` has a nonzero element in column `j`, then
`z j + m p` is a level for every `m ≤ k`. -/
theorem exists_level_of_pow_ne_zero {z : n → ℂ} {A : Matrix n n ℂ} {p : ℂ}
    (hA : HasOrder (diagonal z) p A) {k : ℕ} {i j : n} (h : (A ^ k) i j ≠ 0)
    (m : ℕ) (hm : m ≤ k) : ∃ l, z l = z j + (m : ℂ) * p := by
  obtain ⟨r, rfl⟩ := Nat.exists_eq_add_of_le hm
  have e : A ^ (m + r) = A ^ r * A ^ m := by
    rw [add_comm m r]
    exact pow_add A r m
  -- some intermediate state `l` is reached after `m` steps
  rw [e, Matrix.mul_apply] at h
  obtain ⟨l, -, hl⟩ := Finset.exists_ne_zero_of_sum_ne_zero h
  have h2 := (hasOrder_diagonal_iff z _ _).mp (hasOrder_pow hA m) l j (right_ne_zero_of_mul hl)
  exact ⟨l, by linear_combination h2⟩
```

Put \(k=\nu\) with \(p\neq0\). The numbers \(z_j+mp\) for \(m=0,\dots,\nu\) are \(\nu+1\) distinct values (`hinj`) inside a set of \(\nu\) levels (`hsub`), and `omega` closes the contradiction \(\nu+1\le\nu\). So \(A^\nu=0\). Because \(\nu\le d\), with \(d\) written `Fintype.card n`, also \(A^d=A^\nu A^{d-\nu}=0\). A nonzero \(A_{ii}\) would force \(p=z_i-z_i=0\), so the diagonal is zero: an operator of nonzero order holds no populations. For a single state the theorem says \(A=0\).

```lean
/-- For diagonal `Z`, an operator of nonzero order has zero diagonal, and its power vanishes both
at the number of distinct levels and at the dimension of the space. -/
theorem coherence_diagonal_main {z : n → ℂ} {A : Matrix n n ℂ} {p : ℂ}
    (hA : HasOrder (diagonal z) p A) (hp : p ≠ 0) :
    (∀ i, A i i = 0) ∧ A ^ levelCount z = 0 ∧ A ^ Fintype.card n = 0 := by
  have hN : A ^ levelCount z = 0 := by
    ext i j
    by_contra h
    have h' : (A ^ levelCount z) i j ≠ 0 := h
    have hinj : Function.Injective (fun m : ℕ => z j + (m : ℂ) * p) := by
      intro a b hab
      have h0 : (a : ℂ) * p = (b : ℂ) * p := add_left_cancel hab
      have h1 : (a : ℂ) = (b : ℂ) := mul_right_cancel₀ hp h0
      exact_mod_cast h1
    -- the ladder `z j + m p` would supply one level too many
    have hsub : (Finset.range (levelCount z + 1)).image (fun m : ℕ => z j + (m : ℂ) * p)
        ⊆ Finset.univ.image z := by
      intro x hx
      obtain ⟨m, hm, rfl⟩ := Finset.mem_image.mp hx
      obtain ⟨l, hl⟩ := exists_level_of_pow_ne_zero hA h' m
        (Nat.lt_succ_iff.mp (Finset.mem_range.mp hm))
      exact Finset.mem_image.mpr ⟨l, Finset.mem_univ _, hl⟩
    have hc := Finset.card_le_card hsub
    rw [Finset.card_image_of_injective _ hinj, Finset.card_range] at hc
    have hc' : levelCount z + 1 ≤ levelCount z := hc
    omega
  refine ⟨?_, hN, ?_⟩
  · intro i
    by_contra h
    exact hp (((hasOrder_diagonal_iff z p A).mp hA i i h).symm.trans (sub_self _))
  · have hle : levelCount z ≤ Fintype.card n := by
      unfold levelCount
      exact Finset.card_image_le.trans_eq Finset.card_univ
    obtain ⟨r, hr⟩ := Nat.exists_eq_add_of_le hle
    rw [hr, pow_add, hN, zero_mul]
```

**Q.** Are both hypotheses doing work, or were they convenient?

**A.** With \(p=0\) and \(d\ge1\) the identity matrix has order \(0\), diagonal entries \(1\), and no vanishing power. Without diagonality, take
\[ Z=\begin{pmatrix}0&1\\1&0\end{pmatrix},\qquad A=\begin{pmatrix}1&-1\\1&-1\end{pmatrix}. \]
Here \(ZA=A\) and \(AZ=-A\), so \(A\) has order \(2\), yet its diagonal is \(1,-1\). It still satisfies \(A^2=0\): nilpotency survives a change of basis and the zero diagonal does not.

**Q.** Where is my bound on the order?

**A.** It comes from the differences, not from nilpotency. Let the levels be real numbers \(m_i\), now the function `m`, with \(|m_i|\le J\). Any order of a nonzero operator is \(p=m_i-m_j\), which is real, and \(|p|\le|m_i|+|m_j|\le2J\); `linarith` does this from the two pairs of inequalities. The bound on the levels is the assumption `hJ` and is not derived from angular momentum algebra. For \(N\) spins 1/2 you supply \(J=N/2\) and read off \(|p|\le N\); you also supply \(\nu=N+1\), so that \(A^{N+1}=0\) for every \(A\) of nonzero order, although \(d=2^N\).

```lean
/-- If the levels are real with `|m i| ≤ J`, every coherence order of a nonzero operator is real
and has modulus at most `2 J`. -/
theorem coherenceOrders_bound {m : n → ℝ} {J : ℝ} (hJ : ∀ i, |m i| ≤ J) {p : ℂ}
    (hp : p ∈ coherenceOrders (diagonal fun i => (m i : ℂ))) : p.im = 0 ∧ ‖p‖ ≤ 2 * J := by
  obtain ⟨i, j, hij⟩ := (mem_coherenceOrders_diagonal _ p).mp hp
  have hp' : p = ((m i - m j : ℝ) : ℂ) := hij.trans (Complex.ofReal_sub _ _).symm
  rw [hp']
  refine ⟨Complex.ofReal_im _, ?_⟩
  rw [Complex.norm_real, Real.norm_eq_abs, abs_le]
  have hi := abs_le.mp (hJ i)
  have hj := abs_le.mp (hJ j)
  constructor <;> linarith [hi.1, hi.2, hj.1, hj.2]
```

**Q.** Could the exponent \(\nu\) be lowered?

**A.** Not for spin 1. States \(i=0,1,2\) have levels \(z_i=1-i\), that is \(1,0,-1\). The matrix `spinOneRaise` has ones at \((0,1)\) and \((1,2)\); the spin-1 raising operator \(I_+\) has \(\sqrt2\) there, so the matrix is \(I_+/\sqrt2\), and a nonzero factor changes neither the order nor which powers vanish. Both entries connect levels that differ by \(1\), which `fin_cases` checks over all nine pairs. The square has entry \(1\) at \((0,2)\), or \(2\) for \(I_+^2\), the double-quantum coherence. The levels are distinct, so \(\nu=3\). The square survives, and the main theorem kills the cube. Sharpness is shown for this one system.

```lean
/-- The levels `1, 0, -1` of a spin 1. -/
def spinOneLevels : Fin 3 → ℂ := fun i => 1 - ((i : ℕ) : ℂ)

/-- The spin-1 raising operator with its nonzero matrix elements scaled to one. -/
def spinOneRaise : Matrix (Fin 3) (Fin 3) ℂ := !![0, 1, 0; 0, 0, 1; 0, 0, 0]

/-- The scaled spin-1 raising operator has order one and nonzero square, and there are three
distinct levels. -/
theorem coherence_witness :
    HasOrder (diagonal spinOneLevels) 1 spinOneRaise ∧ spinOneRaise ^ 2 ≠ 0 ∧
      levelCount spinOneLevels = 3 := by
  refine ⟨?_, ?_, ?_⟩
  · rw [hasOrder_diagonal_iff]
    intro i j
    fin_cases i <;> fin_cases j <;> simp [spinOneLevels, spinOneRaise]
    norm_num
  · intro h
    have e := congrFun (congrFun h 0) 2
    simp [spinOneRaise, pow_two, Matrix.mul_apply, Fin.sum_univ_three] at e
  · have hinj : Function.Injective spinOneLevels := by
      intro a b h
      have h1 : ((a : ℕ) : ℂ) = ((b : ℕ) : ℂ) := by
        unfold spinOneLevels at h
        linear_combination (-1) * h
      exact Fin.ext (by exact_mod_cast h1)
    unfold levelCount
    rw [Finset.card_image_of_injective _ hinj]
    simp

end

end CoherenceOrder
```

```lean
#print axioms CoherenceOrder.finite_coherenceOrders
-- 'CoherenceOrder.finite_coherenceOrders' depends on axioms: [propext, Classical.choice, Quot.sound]
#print axioms CoherenceOrder.isNilpotent_of_hasOrder
-- 'CoherenceOrder.isNilpotent_of_hasOrder' depends on axioms: [propext, Classical.choice, Quot.sound]
#print axioms CoherenceOrder.coherence_diagonal_main
-- 'CoherenceOrder.coherence_diagonal_main' depends on axioms: [propext, Classical.choice, Quot.sound]
#print axioms CoherenceOrder.coherenceOrders_bound
-- 'CoherenceOrder.coherenceOrders_bound' depends on axioms: [propext, Classical.choice, Quot.sound]
```

**Q.** How would I meet this in a simulation, and what is left out?

**A.** In a density-matrix simulation of a finite spin system in the Zeeman basis, you can select order \(p\) by multiplying the matrix entrywise by a mask that is \(1\) where \(z_i-z_j=p\) and \(0\) elsewhere; by `hasOrder_diagonal_iff` the result has order \(p\). The statements are algebraic and contain no time, Hamiltonian, pulse or relaxation, so transfer between orders by a pulse and selection by phase cycling or gradients are not treated. Nor do they say that orders are integers, which needs levels spaced by integers. The counter-examples, the \(N\)-spin count and the mask are my own arithmetic and did not pass through Lean.
